# No nonzero product state is odd under a particle exchange, and a fully symmetric one has every particle in one orbital

## Amplitudes, products and exchanges

An orbital is a vector of $d$ complex amplitudes, written `Fin d → ℂ` in Lean. The index runs over a fixed finite basis, which may consist of lattice sites or of spin-orbitals; below, its values are called sites. Orbitals need not be normalised.

A two-particle state is a function $\Psi(a,b)$ on pairs of sites. The product state has amplitudes $(u\otimes v)(a,b)=u_a v_b$ and is called `pairState u v`. The swap, `swapPair`, sends $\Psi(a,b)$ to $\Psi(b,a)$.

For $N$ particles, a configuration $x$ assigns a site $x_k$ to each particle $k$, and a state is a function of $x$. If particle $k$ occupies the orbital $u_k$, the product state is

$$\Psi_u(x)=\prod_k u_k(x_k),$$

which is `productState u`. The operator `exchange i j` evaluates a state at the configuration in which the sites of particles $i$ and $j$ have been interchanged. Finally, `spectators u i j x` is the factor

$$R(x)=\prod_{k\neq i,j}u_k(x_k)$$

contributed by all the other particles.

```lean
import Mathlib

open Finset

namespace ProductStateExchange

noncomputable section

variable {d N : ℕ}

/-- The two-particle product state `u ⊗ v`, given by its amplitudes. -/
def pairState (u v : Fin d → ℂ) : Fin d × Fin d → ℂ := fun p => u p.1 * v p.2

/-- The swap operator on two-particle states. -/
def swapPair (Ψ : Fin d × Fin d → ℂ) : Fin d × Fin d → ℂ := fun p => Ψ (p.2, p.1)

/-- The `N`-particle product state in which particle `k` occupies the orbital `u k`. -/
def productState (u : Fin N → Fin d → ℂ) : (Fin N → Fin d) → ℂ :=
  fun x => ∏ k, u k (x k)

/-- The operator that exchanges particles `i` and `j` in an `N`-particle state. -/
def exchange (i j : Fin N) (Ψ : (Fin N → Fin d) → ℂ) : (Fin N → Fin d) → ℂ :=
  fun x => Ψ (fun k => x (Equiv.swap i j k))

/-- The amplitude contributed by all particles other than `i` and `j`. -/
def spectators (u : Fin N → Fin d → ℂ) (i j : Fin N) (x : Fin N → Fin d) : ℂ :=
  ∏ k ∈ (univ.erase i).erase j, u k (x k)
```

The theorems concern single products only. A combination of products such as $e_0\otimes e_1-e_1\otimes e_0$, with $e_a$ the basis orbital at site $a$, is antisymmetric and nonzero, and nothing below restricts it. The examples of what fails without a hypothesis are short arguments in the text, not theorems of the file.

## A nonzero state that the swap only rescales

The first theorem has two hypotheses. `hne` says that $u\otimes v$ is not the zero vector, which represents no physical state. `h` says that the swap multiplies it by a number $c$, so that it has a definite exchange symmetry. Here $c$ may be any complex number. The conclusion is $c=1$.

In amplitudes, `h` reads

$$u_b v_a=c\,u_a v_b\qquad\text{for all }a,b.$$

Suppose $c\neq1$. Setting $b=a$ gives $(1-c)u_a v_a=0$, so every diagonal amplitude $u_a v_a$ vanishes. Multiplying the relation by $u_a v_b$ gives

$$c\,(u_a v_b)^2=(u_a v_a)(u_b v_b)=0.$$

By `hne` there is a pair $(a,b)$ with $u_a v_b\neq0$, hence $c=0$. The relation with $a$ and $b$ interchanged then says $u_a v_b=c\,u_b v_a=0$, a contradiction.

```lean
/-- If a nonzero product state `u ⊗ v` is an eigenvector of the swap, its eigenvalue is `1`. -/
theorem swap_eigenvalue_eq_one {u v : Fin d → ℂ} {c : ℂ} (hne : pairState u v ≠ 0)
    (h : swapPair (pairState u v) = c • pairState u v) : c = 1 := by
  have H : ∀ a b, u b * v a = c * (u a * v b) := fun a b => congrFun h (a, b)
  obtain ⟨⟨a, b⟩, hab'⟩ := Function.ne_iff.mp hne
  have hab : u a * v b ≠ 0 := hab'
  by_contra hc
  -- the amplitude for both particles at the same site vanishes
  have hd : ∀ a, u a * v a = 0 := by
    intro a
    have h1 : (1 - c) * (u a * v a) = 0 := by linear_combination H a a
    exact (mul_eq_zero.mp h1).resolve_left (sub_ne_zero.mpr (Ne.symm hc))
  -- for a product, the amplitudes at (a,b) and (b,a) multiply to the diagonal ones
  have h2 : c * (u a * v b) ^ 2 = 0 := by
    linear_combination (-(u a * v b)) * H a b + (u b * v b) * hd a
  have hc0 : c = 0 := (mul_eq_zero.mp h2).resolve_right (pow_ne_zero 2 hab)
  exact hab (by rw [H b a, hc0, zero_mul])
```

In the proof, `H` is the relation in amplitudes, `hd` the vanishing diagonal and `h2` the multiplied identity. The hypothesis `hne` supplies the pair `(a, b)`.

Without `hne` the conclusion fails, because the zero vector satisfies the eigenvalue equation for every $c$. Without `h` there need be no eigenvalue: the swap sends $e_0\otimes e_1$ to $e_1\otimes e_0$, which is not a multiple of it.

## Sign change under the swap

Antisymmetry, the fermionic condition, is the case $c=-1$. If $u\otimes v$ were nonzero, the previous result would give $-1=1$. So the product is zero.

```lean
/-- A product state `u ⊗ v` that is antisymmetric under the swap is zero. -/
theorem antisymmetric_pair_eq_zero {u v : Fin d → ℂ}
    (h : swapPair (pairState u v) = -pairState u v) : pairState u v = 0 := by
  by_contra hne
  have h1 : (-1 : ℂ) = 1 := swap_eigenvalue_eq_one hne (by rw [h, neg_one_smul])
  norm_num at h1
```

The proof is this contradiction, with the minus sign rewritten as multiplication by $-1$. Without the hypothesis the product can of course be nonzero.

This differs from the Pauli exclusion principle, which says that an antisymmetrised combination of products vanishes when two orbitals coincide. Here a bare product is required to be antisymmetric, and it vanishes whether or not its orbitals coincide.

## A nonzero first orbital

In the symmetric case, `hu` says that the first particle occupies a genuine orbital. Under that assumption, $u\otimes v$ is symmetric exactly when $v=cu$ for some $c$. If $u$ and $v$ are both normalised, $c$ is a phase, and the two particles are in the same physical orbital.

Choose $a$ with $u_a\neq0$. Symmetry gives $u_b v_a=u_a v_b$, and division by $u_a$ yields

$$v_b=\frac{v_a}{u_a}\,u_b\qquad\text{for all }b.$$

Conversely, if $v=cu$, both $u_b v_a$ and $u_a v_b$ equal $c\,u_a u_b$.

```lean
/-- For a nonzero orbital `u`, the product state `u ⊗ v` is symmetric under the swap
exactly when `v` is a scalar multiple of `u`. -/
theorem symmetric_pair_iff {u v : Fin d → ℂ} (hu : u ≠ 0) :
    swapPair (pairState u v) = pairState u v ↔ ∃ c : ℂ, v = c • u := by
  constructor
  · intro h
    obtain ⟨a, ha'⟩ := Function.ne_iff.mp hu
    have ha : u a ≠ 0 := ha'
    refine ⟨v a / u a, funext fun b => ?_⟩
    have H : u b * v a = u a * v b := congrFun h (a, b)
    change v b = v a / u a * u b
    rw [div_mul_eq_mul_div, eq_div_iff ha]
    linear_combination -H
  · rintro ⟨c, rfl⟩
    funext p
    change u p.2 * (c * u p.1) = u p.1 * (c * u p.2)
    ring
```

The proof takes the site `a` from `hu` and uses `v a / u a` as the scalar. The converse does not use `hu`. Without it the forward direction fails: for $u=0$ the product is zero and therefore symmetric for every $v$, but only $v=0$ is a multiple of $u$.

## Two distinct particles among N

The hypothesis `hij : i ≠ j` says that the exchange involves two different particles. It allows their factors to be separated from the rest:

$$\Psi_u(x)=u_i(x_i)\,u_j(x_j)\,R(x).$$

After the exchange, particle $i$ is evaluated at $x_j$ and particle $j$ at $x_i$, while $R$ is unchanged, so the amplitude is $u_i(x_j)\,u_j(x_i)\,R(x)$.

```lean
/-- The amplitude of a product state factorises into those of two distinct particles `i` and `j` and
that of the spectators. -/
theorem productState_split (u : Fin N → Fin d → ℂ) {i j : Fin N} (hij : i ≠ j)
    (x : Fin N → Fin d) :
    productState u x = u i (x i) * u j (x j) * spectators u i j x := by
  have h1 : u i (x i) * ∏ k ∈ univ.erase i, u k (x k) = ∏ k, u k (x k) :=
    Finset.mul_prod_erase _ (fun k => u k (x k)) (mem_univ i)
  have h2 : u j (x j) * ∏ k ∈ (univ.erase i).erase j, u k (x k)
      = ∏ k ∈ univ.erase i, u k (x k) :=
    Finset.mul_prod_erase _ (fun k => u k (x k)) (mem_erase.mpr ⟨hij.symm, mem_univ j⟩)
  unfold productState spectators
  rw [← h1, ← h2, mul_assoc]

/-- Exchanging two distinct particles `i` and `j` in a product state swaps their positions and
leaves the spectator amplitude unchanged. -/
theorem exchange_split (u : Fin N → Fin d → ℂ) {i j : Fin N} (hij : i ≠ j)
    (x : Fin N → Fin d) :
    exchange i j (productState u) x = u i (x j) * u j (x i) * spectators u i j x := by
  have hs : spectators u i j (fun k => x (Equiv.swap i j k)) = spectators u i j x := by
    unfold spectators
    refine Finset.prod_congr rfl fun k hk => ?_
    have hkj : k ≠ j := (mem_erase.mp hk).1
    have hki : k ≠ i := (mem_erase.mp (mem_erase.mp hk).2).1
    change u k (x (Equiv.swap i j k)) = u k (x k)
    rw [Equiv.swap_apply_of_ne_of_ne hki hkj]
  unfold exchange
  rw [productState_split u hij, hs]
  simp only [Equiv.swap_apply_left, Equiv.swap_apply_right]
```

`productState_split` removes first $i$ and then $j$ from the product, and `hij` guarantees that $j$ is still there to be removed. `exchange_split` adds that interchanging $i$ and $j$ fixes every spectator.

For $i=j$ both factorisations generally fail, since the factor of particle $i$ would be counted twice. The later result on sign changes would survive: exchanging a particle with itself does nothing, so the condition would read $\Psi_u=-\Psi_u$ and force $\Psi_u=0$ directly.

## Spectators with nonzero amplitude

The passage from $N$ particles to two is made here for a nonzero product. This ensures that no spectator has a zero orbital, which would erase all information about particles $i$ and $j$.

Suppose exchanging $i$ and $j$ multiplies $\Psi_u$ by $c$. Choose $x$ with $\Psi_u(x)\neq0$; then $R(x)\neq0$. For any sites $a,b$, let $y$ agree with $x$ except that $y_i=a$ and $y_j=b$. Then $R(y)=R(x)$, and the exchange relation at $y$ becomes

$$u_i(b)\,u_j(a)\,R(x)=c\,u_i(a)\,u_j(b)\,R(x).$$

Cancelling $R(x)$ leaves the two-particle relation for $u_i\otimes u_j$ with the same $c$.

```lean
/-- If exchanging two distinct particles `i` and `j` multiplies a nonzero product state by `c`, then
the swap multiplies the two-particle state `u i ⊗ u j` by `c`. -/
theorem pair_of_exchange {u : Fin N → Fin d → ℂ} {i j : Fin N} {c : ℂ} (hij : i ≠ j)
    (hne : productState u ≠ 0)
    (h : exchange i j (productState u) = c • productState u) :
    swapPair (pairState (u i) (u j)) = c • pairState (u i) (u j) := by
  obtain ⟨x, hx⟩ := Function.ne_iff.mp hne
  have hR : spectators u i j x ≠ 0 := by
    intro h0
    apply hx
    rw [productState_split u hij, h0, mul_zero]
    rfl
  funext p
  -- keep the spectators in place and move particles i and j to the sites in p
  obtain ⟨y, hyi, hyj, hs⟩ : ∃ y : Fin N → Fin d, y i = p.1 ∧ y j = p.2 ∧
      spectators u i j y = spectators u i j x := by
    refine ⟨Function.update (Function.update x i p.1) j p.2, ?_, ?_, ?_⟩
    · rw [Function.update_of_ne hij, Function.update_self]
    · rw [Function.update_self]
    · unfold spectators
      refine Finset.prod_congr rfl fun k hk => ?_
      have hkj : k ≠ j := (mem_erase.mp hk).1
      have hki : k ≠ i := (mem_erase.mp (mem_erase.mp hk).2).1
      rw [Function.update_of_ne hkj, Function.update_of_ne hki]
  have hy := congrFun h y
  rw [exchange_split u hij, Pi.smul_apply, smul_eq_mul, productState_split u hij,
    hyi, hyj, hs] at hy
  change u i p.2 * u j p.1 = c * (u i p.1 * u j p.2)
  apply mul_right_cancel₀ hR
  linear_combination hy
```

Here `hR` records $R(x)\neq0$, `Function.update` builds `y`, and `mul_right_cancel₀` performs the cancellation. The pair `p` plays the role of $(a,b)$.

Without `hne`, take three particles with $u_2=0$. The state is zero and satisfies the exchange relation for particles 0 and 1 with every $c$, while $u_0\otimes u_1$ can be any product.

## One odd exchange

The hypothesis is now a sign change under a single exchange of two distinct particles, whereas full fermionic antisymmetry asks for it under every such exchange. If $\Psi_u$ were nonzero, the reduction with $c=-1$ would make $u_i\otimes u_j$ antisymmetric, hence zero. The factor $u_i(x_i)u_j(x_j)$ would then vanish at every $x$, and $\Psi_u$ with it.

```lean
/-- An `N`-particle product state that changes sign under the exchange of two distinct
particles is zero. -/
theorem antisymmetric_product_eq_zero {u : Fin N → Fin d → ℂ} {i j : Fin N} (hij : i ≠ j)
    (h : exchange i j (productState u) = -productState u) : productState u = 0 := by
  by_contra hne
  have hp := pair_of_exchange (c := -1) hij hne (by rw [h, neg_one_smul])
  rw [neg_one_smul] at hp
  have h0 := antisymmetric_pair_eq_zero hp
  apply hne
  funext x
  have hx : u i (x i) * u j (x j) = 0 := congrFun h0 (x i, x j)
  rw [productState_split u hij, hx, zero_mul]
  rfl
```

The proof follows the same route: `pair_of_exchange` supplies the two-particle relation, `antisymmetric_pair_eq_zero` kills the pair, and `productState_split` carries the zero back to $N$ particles.

For electronic structure in a finite spin-orbital basis, this means that a nonzero Hartree product of two or more electrons never has the required antisymmetry, whereas a Slater determinant has it by construction.

## Invariance under every exchange

The last hypothesis is the bosonic one: `exchange i j` leaves the product unchanged for all $i$ and $j$. The theorem says that this holds exactly when

$$\Psi_u(x)=c\prod_k\varphi(x_k)$$

for some number $c$ and one orbital $\varphi$. The zero state is included, with $c=0$. If all the $u_k$ and $\varphi$ are normalised, $c$ is a phase.

Let $\Psi_u$ be nonzero and $N\geq1$, and fix a particle $k_0$. Its orbital is nonzero, since otherwise the product would vanish. For each $k\neq k_0$, the reduction with $c=1$ makes $u_{k_0}\otimes u_k$ symmetric, so $u_k=c_k u_{k_0}$; for $k=k_0$ take $c_k=1$. Therefore

$$\Psi_u(x)=\Big(\prod_k c_k\Big)\prod_k u_{k_0}(x_k).$$

Conversely, when every particle has the orbital $\varphi$, an exchange only reorders the factors.

```lean
/-- An `N`-particle product state is invariant under all particle exchanges exactly when it
is a scalar multiple of a state with every particle in one and the same orbital. -/
theorem symmetric_product_iff_condensate (u : Fin N → Fin d → ℂ) :
    (∀ i j, exchange i j (productState u) = productState u) ↔
      ∃ (c : ℂ) (φ : Fin d → ℂ), productState u = c • productState (fun _ : Fin N => φ) := by
  constructor
  · intro h
    by_cases hne : productState u = 0
    · exact ⟨0, 0, by rw [hne, zero_smul]⟩
    rcases isEmpty_or_nonempty (Fin N) with hN | ⟨⟨k₀⟩⟩
    · exact ⟨1, 0, by funext x; simp [productState]⟩
    have hu : u k₀ ≠ 0 := by
      intro h0
      apply hne
      funext x
      exact Finset.prod_eq_zero (mem_univ k₀) (by rw [h0]; rfl)
    -- every orbital is a multiple of the orbital of particle k₀
    have hk : ∀ k, ∃ c : ℂ, u k = c • u k₀ := by
      intro k
      by_cases hkk : k₀ = k
      · exact ⟨1, by rw [← hkk, one_smul]⟩
      · have hp := pair_of_exchange (c := 1) hkk hne (by rw [h, one_smul])
        rw [one_smul] at hp
        exact (symmetric_pair_iff hu).mp hp
    choose c hc using hk
    refine ⟨∏ k, c k, u k₀, funext fun x => ?_⟩
    change ∏ k, u k (x k) = (∏ k, c k) * ∏ k, u k₀ (x k)
    rw [← Finset.prod_mul_distrib]
    exact Finset.prod_congr rfl fun k _ => congrFun (hc k) (x k)
  · rintro ⟨c, φ, h⟩ i j
    rw [h]
    funext x
    change c * ∏ k, φ (x (Equiv.swap i j k)) = c * ∏ k, φ (x k)
    rw [Equiv.prod_comp (Equiv.swap i j) (fun k => φ (x k))]

end

end ProductStateExchange
```

The proof first treats the zero state and $N=0$, where the product is the constant 1. `choose` then collects the scalars $c_k$, and `Finset.prod_mul_distrib` separates them from the orbital amplitudes. The converse is `Equiv.prod_comp`, which reindexes a product by a permutation.

Invariance under only some exchanges may not suffice. For three particles, symmetry under the exchange of 0 and 1 leaves $u_2$ free. The forward argument does, however, use only the exchanges that involve $k_0$.

For a trial state of bosons that is a product over particles, in a finite one-particle basis, imposing exchange symmetry thus leaves only the single-orbital form familiar from mean-field condensates. The theorem does not say that interacting bosons have such a ground state.

## Abstract tensors in place of amplitudes

The states could also have been elements of an abstract tensor product of vector spaces, with the swap as the linear map that takes $u\otimes v$ to $v\otimes u$. The statements would then be free of a basis and could cover infinite-dimensional spaces. The proofs could then use linear functionals or a chosen basis to extract the numbers that are read off here by evaluating a function at a configuration.

```lean
#print axioms ProductStateExchange.antisymmetric_product_eq_zero
#print axioms ProductStateExchange.symmetric_product_iff_condensate
```

```
'ProductStateExchange.antisymmetric_product_eq_zero' depends on axioms: [propext, Classical.choice, Quot.sound]
'ProductStateExchange.symmetric_product_iff_condensate' depends on axioms: [propext, Classical.choice, Quot.sound]
```
